# A nonzero level shift along a unit eigenvector builds the orthogonality constraint into the Sternheimer equation

Let `H` be a finite Hermitian matrix with a unit eigenvector `ψ` at real energy `E`, and let `Q b` be the vector `b` with its component along `ψ` removed. The theorem `levelShifted_eq_iff` says that, for any complex `α ≠ 0`, a vector `u` solves (H − E + α|ψ⟩⟨ψ|)u = −Q b exactly when it solves (H − E)u = −Q b and is orthogonal to `ψ`. It does not assert that a solution exists, nor does it require `E` to be nondegenerate. For the forward direction, the attempt takes the inner product of the shifted equation with `ψ`, which leaves α⟨ψ, u⟩ = 0, so the shift term vanishes. For the converse, orthogonality removes that term at once.

The first attempt, which Lean rejects:

```lean
import Mathlib

open Matrix

namespace SternheimerEquation

noncomputable section

variable {n : Type*} [Fintype n]

/-- The vector `Q b = b - ⟨ψ, b⟩ ψ`. When `ψ` is a unit vector, this is `b` with its component along
`ψ` removed. -/
def projectOut (ψ b : n → ℂ) : n → ℂ := b - (star ψ ⬝ᵥ b) • ψ

/-- The vector `u` is orthogonal to `ψ` and solves the Sternheimer equation
`(H - E) u = -Q b`. -/
def IsSternheimerSolution (H : Matrix n n ℂ) (E : ℝ) (ψ b u : n → ℂ) : Prop :=
  star ψ ⬝ᵥ u = 0 ∧ H *ᵥ u - (E : ℂ) • u = -projectOut ψ b

/-- The level-shifted operator `H - E + α |ψ⟩⟨ψ|`. -/
def levelShifted (H : Matrix n n ℂ) (E : ℝ) (ψ : n → ℂ) (α : ℂ) :
    (n → ℂ) →ₗ[ℂ] (n → ℂ) where
  toFun u := H *ᵥ u - (E : ℂ) • u + (α * (star ψ ⬝ᵥ u)) • ψ
  map_add' x y := by
    simp only [Matrix.mulVec_add, dotProduct_add]
    module
  map_smul' c x := by
    simp only [Matrix.mulVec_smul, dotProduct_smul, smul_eq_mul, RingHom.id_apply]
    module

variable {H : Matrix n n ℂ} {E : ℝ} {ψ : n → ℂ}

/-- For Hermitian `H` with eigenvector `ψ` at energy `E`, the vector `(H - E) u` is
orthogonal to `ψ` for every `u`. -/
theorem residual_orthogonal (hH : H.IsHermitian) (hE : H *ᵥ ψ = (E : ℂ) • ψ)
    (u : n → ℂ) : star ψ ⬝ᵥ (H *ᵥ u - (E : ℂ) • u) = 0 := by
  -- the adjoint eigenvalue equation `⟨ψ| H = E ⟨ψ|`
  have h : star ψ ᵥ* H = (E : ℂ) • star ψ := by
    have h1 := Matrix.star_mulVec H ψ
    rw [hH.eq, hE] at h1
    rw [← h1]
    funext i
    simp
  rw [dotProduct_sub, Matrix.dotProduct_mulVec, h, smul_dotProduct, dotProduct_smul,
    sub_self]

/-- For a unit vector `ψ`, the projected vector `Q b` is orthogonal to `ψ`. -/
theorem projectOut_orthogonal (hψ : star ψ ⬝ᵥ ψ = 1) (b : n → ℂ) :
    star ψ ⬝ᵥ projectOut ψ b = 0 := by
  rw [projectOut, dotProduct_sub, dotProduct_smul, hψ, smul_eq_mul, mul_one, sub_self]

/-- Let `ψ` be a unit eigenvector of the Hermitian matrix `H` at energy `E`. For any shift `α ≠ 0`,
solving `(H - E + α |ψ⟩⟨ψ|) u = -Q b` is the same as solving the Sternheimer equation with the
constraint that `u` is orthogonal to `ψ`. -/
theorem levelShifted_eq_iff (hH : H.IsHermitian) (hψ : star ψ ⬝ᵥ ψ = 1)
    (hE : H *ᵥ ψ = (E : ℂ) • ψ) {α : ℂ} (hα : α ≠ 0) (b u : n → ℂ) :
    levelShifted H E ψ α u = -projectOut ψ b ↔ IsSternheimerSolution H E ψ b u := by
  have happ : levelShifted H E ψ α u
      = H *ᵥ u - (E : ℂ) • u + (α * (star ψ ⬝ᵥ u)) • ψ := rfl
  rw [happ]
  constructor
  · intro h
    -- the component of the equation along `ψ` reads `α ⟨ψ, u⟩ = 0`
    have h' := congrArg (fun w => star ψ ⬝ᵥ w) h
    simp only [] at h'
    rw [dotProduct_add, residual_orthogonal hH hE, dotProduct_neg,
      projectOut_orthogonal hψ, dotProduct_smul, hψ, smul_eq_mul, mul_one, zero_add,
      neg_zero] at h'
    have hu : star ψ ⬝ᵥ u = 0 := (mul_eq_zero.mp h').resolve_left hα
    rw [hu, mul_zero, zero_smul, add_zero] at h
    exact ⟨hu, h⟩
  · rintro ⟨hu, h⟩
    rw [hu, mul_zero, zero_smul, add_zero, h]

end

end SternheimerEquation
```

The error:

```
Main.lean:65:4: error: `simp` made no progress
```

This version goes through:

```diff
@@ -62,6 +62,6 @@
   · intro h
     -- the component of the equation along `ψ` reads `α ⟨ψ, u⟩ = 0`
-    have h' := congrArg (fun w => star ψ ⬝ᵥ w) h
-    simp only [] at h'
+    have h' : star ψ ⬝ᵥ (H *ᵥ u - (E : ℂ) • u + (α * (star ψ ⬝ᵥ u)) • ψ)
+        = star ψ ⬝ᵥ (-projectOut ψ b) := by rw [h]
     rw [dotProduct_add, residual_orthogonal hH hE, dotProduct_neg,
       projectOut_orthogonal hψ, dotProduct_smul, hψ, smul_eq_mul, mul_one, zero_add,
```

What went wrong. The error says that `simp only [] at h'` found nothing to change, and `simp` treats that as a failure. The call has no lemmas to rewrite with. The most it could usefully do here is tidy the result of `congrArg` by applying `fun w => star ψ ⬝ᵥ w` to each side. But Lean had already done that reduction when it inferred the type of `h'`, so no work remained. The mathematics of the step is not at fault.

The repair removes the `simp only` call, and with it the error. It also replaces the `congrArg` term with an explicit statement of `h'`, equating the inner products of `ψ` with the two sides of `h`. This is proved by `rw [h]`, which replaces the left side of `h` by the right, making the two inner products identical. Writing out the type gives the following `rw` the plain inner products it needs, without relying on how Lean displays or reduces an applied function. The rest of the proof is unchanged.
